# The slope of the D2 pair dispersion energy, and why its tail is −C/R⁶ only for s₆ = 1

In the D2 scheme a pair of atoms at distance R has the dispersion energy E(R) = −s₆ C f(R)/R⁶, where f(R) = 1/(1 + exp(−d(R/R₀ − 1))) is the Fermi damping factor. For positive C, d and R₀ and any real s₆, `pairEnergy_slope_and_asymptotics` states that E has the derivative (s₆ C f/R⁶)(6/R − (d/R₀)(1 − f)) at every R > 0, that R⁶E(R) tends to −s₆ C as R grows, and that E is asymptotically equivalent to −C/R⁶ exactly when s₆ = 1. The proof takes the slope from an earlier lemma and the limit from the fact that f tends to one. For the equivalence it shows that the ratio of E to −C/R⁶ tends to s₆, and compares this with the limit of one that asymptotic equivalence demands.

In Lean, a first try:

```lean
import Mathlib

open Filter Topology Asymptotics

noncomputable section

namespace DispersionD2

/-- The Fermi damping factor of the D2 scheme at distance `R`, with steepness `d` and
cutoff radius `R₀ ≠ 0`. -/
def damping (d R₀ R : ℝ) : ℝ := 1 / (1 + Real.exp (-d * (R / R₀ - 1)))

/-- The D2 pair energy with global scaling `s₆` and dispersion coefficient `C`,
for `R ≠ 0` and `R₀ ≠ 0`. -/
def pairEnergy (s₆ C d R₀ R : ℝ) : ℝ := -s₆ * C * damping d R₀ R / R ^ 6

/-- The damping factor obeys the logistic equation `f' = (d/R₀) f (1 - f)`. -/
theorem damping_hasDerivAt (d R₀ R : ℝ) :
    HasDerivAt (damping d R₀)
      (d / R₀ * damping d R₀ R * (1 - damping d R₀ R)) R := by
  have h1 : HasDerivAt (fun x : ℝ => -d * (x / R₀ - 1)) (-d * (1 / R₀)) R :=
    (((hasDerivAt_id' R).div_const R₀).sub_const 1).const_mul (-d)
  have h2 := h1.exp.const_add 1
  have hne : 1 + Real.exp (-d * (R / R₀ - 1)) ≠ 0 := by positivity
  have h3 : HasDerivAt (damping d R₀) _ R :=
    (hasDerivAt_const R (1 : ℝ)).fun_div h2 hne
  -- the algebra of the quotient rule, with `a = 1 + e`
  have key : ∀ e a : ℝ, a ≠ 0 → a = 1 + e →
      (0 * a - 1 * (e * (-d * (1 / R₀)))) / a ^ 2
        = d / R₀ * (1 / a) * (1 - 1 / a) := by
    intro e a ha hae
    have h : 1 - 1 / a = e / a := by
      rw [eq_div_iff ha, sub_mul, div_mul_cancel₀ _ ha]
      linarith
    rw [h]
    ring
  exact h3.congr_deriv (key _ _ hne rfl)

/-- The slope of the D2 pair energy at a positive distance. -/
theorem pairEnergy_hasDerivAt (s₆ C d R₀ : ℝ) {R : ℝ} (hR : 0 < R) :
    HasDerivAt (pairEnergy s₆ C d R₀)
      (s₆ * C * damping d R₀ R / R ^ 6 *
        (6 / R - d / R₀ * (1 - damping d R₀ R))) R := by
  have hp : HasDerivAt (fun x : ℝ => x ^ 6) (6 * R ^ 5) R := by
    simpa using hasDerivAt_pow 6 R
  have h : HasDerivAt (pairEnergy s₆ C d R₀) _ R :=
    ((damping_hasDerivAt d R₀ R).const_mul (-s₆ * C)).fun_div hp (by positivity)
  refine h.congr_deriv ?_
  generalize damping d R₀ R = f
  generalize d / R₀ = k
  field_simp
  ring

/-- For positive `d` and `R₀`, the damping factor tends to one at large distance. -/
theorem damping_tendsto_one {d R₀ : ℝ} (hd : 0 < d) (hR₀ : 0 < R₀) :
    Tendsto (damping d R₀) atTop (𝓝 1) := by
  have h1 : Tendsto (fun R : ℝ => R / R₀) atTop atTop :=
    tendsto_id.atTop_div_const hR₀
  have h2 : Tendsto (fun R : ℝ => R / R₀ - 1) atTop atTop := by
    simp only [sub_eq_add_neg]
    exact tendsto_atTop_add_const_right atTop (-1) h1
  have h3 : Tendsto (fun R : ℝ => -d * (R / R₀ - 1)) atTop atBot :=
    h2.const_mul_atTop_of_neg (neg_lt_zero.2 hd)
  have h4 := (Real.tendsto_exp_atBot.comp h3).const_add 1
  have h5 : Tendsto (damping d R₀) atTop (𝓝 (1 / (1 + 0))) :=
    tendsto_const_nhds.div h4 (by norm_num)
  simpa using h5

/-- For positive `C`, `d` and `R₀`, the D2 pair energy has the stated slope at every positive
distance, `R⁶ E(R)` tends to `-s₆ C` at infinity, and `E` is asymptotically equivalent to `-C/R⁶`
exactly when `s₆ = 1`. -/
theorem pairEnergy_slope_and_asymptotics (s₆ : ℝ) {C d R₀ : ℝ}
    (hC : 0 < C) (hd : 0 < d) (hR₀ : 0 < R₀) :
    (∀ R : ℝ, 0 < R → HasDerivAt (pairEnergy s₆ C d R₀)
      (s₆ * C * damping d R₀ R / R ^ 6 *
        (6 / R - d / R₀ * (1 - damping d R₀ R))) R) ∧
    Tendsto (fun R => R ^ 6 * pairEnergy s₆ C d R₀ R) atTop (𝓝 (-s₆ * C)) ∧
    (IsEquivalent atTop (pairEnergy s₆ C d R₀) (fun R => -C / R ^ 6) ↔ s₆ = 1) := by
  have hf := damping_tendsto_one hd hR₀
  refine ⟨fun R hR => pairEnergy_hasDerivAt s₆ C d R₀ hR, ?_, ?_⟩
  · have h := hf.const_mul (-s₆ * C)
    rw [mul_one] at h
    refine h.congr' ?_
    filter_upwards [eventually_gt_atTop (0 : ℝ)] with R hR
    unfold pairEnergy
    field_simp
  · -- the ratio to the bare London tail is `s₆ f`, which tends to `s₆`
    have hratio : Tendsto (pairEnergy s₆ C d R₀ / fun R => -C / R ^ 6)
        atTop (𝓝 s₆) := by
      have h := hf.const_mul s₆
      rw [mul_one] at h
      refine h.congr' ?_
      filter_upwards [eventually_gt_atTop (0 : ℝ)] with R hR
      simp only [Pi.div_apply, pairEnergy]
      field_simp
    have hz : ∀ᶠ R : ℝ in atTop, -C / R ^ 6 ≠ 0 := by
      filter_upwards [eventually_gt_atTop (0 : ℝ)] with R hR
      exact div_ne_zero (neg_ne_zero.2 hC.ne') (pow_ne_zero 6 hR.ne')
    rw [isEquivalent_iff_tendsto_one hz]
    constructor
    · intro h
      exact tendsto_nhds_unique hratio h
    · intro h
      rwa [h] at hratio

end DispersionD2
```

Lean reports:

```
Main.lean:104:6: error: Tactic `assumption` failed

case refine_2.mpr
s₆ C d R₀ : ℝ
hC : 0 < C
hd : 0 < d
hR₀ : 0 < R₀
hf : Tendsto (damping d R₀) atTop (𝓝 1)
hratio : Tendsto (pairEnergy 1 C d R₀ / fun R => -C / R ^ 6) atTop (𝓝 1)
hz : ∀ᶠ (R : ℝ) in atTop, -C / R ^ 6 ≠ 0
h : s₆ = 1
⊢ Tendsto (pairEnergy s₆ C d R₀ / fun x => -C / x ^ 6) atTop (𝓝 1)
```

The error lies in the last step, where s₆ = 1 is assumed and the ratio must be shown to tend to one. The hypothesis `hratio` says that the ratio tends to `s₆`, but `s₆` also stands inside the energy, as an argument of `pairEnergy`. The command `rwa [h] at hratio` rewrites both occurrences, so `hratio` now speaks of `pairEnergy 1 C d R₀`. The goal is not rewritten and still speaks of `pairEnergy s₆ C d R₀`. The closing `assumption` that `rwa` runs then finds no hypothesis that matches the goal: `s₆` and `1` are equal by the hypothesis `h`, but not by definition, and `assumption` does not use `h` to bridge the two.

The repair replaces the rewrite with `subst h`, which eliminates the variable `s₆` and puts `1` in its place in the goal as well as in the hypotheses. Both statements now concern `pairEnergy 1 C d R₀` and the limit `1`, so `exact hratio` closes the goal.

The mended proof, as a diff:

```diff
@@ -102,5 +102,6 @@
       exact tendsto_nhds_unique hratio h
     · intro h
-      rwa [h] at hratio
+      subst h
+      exact hratio
 
 end DispersionD2
```
